# The sum of a periodic quantity over one period is the same from any starting site

Let a real quantity `f` be given on the sites 0, 1, 2, … of a chain, and let it repeat after `N` sites, so that f(n + N) = f(n) for every n. The lemma says that the sum of `f` over `N` consecutive sites starting at site `i` equals the sum over the sites 0 to N − 1. Nothing else is assumed: `N` need not be the smallest period, and for `N` = 0 both sums are empty. The proof is by induction on `i`: the sum over `N + 1` sites from `i` is split once by taking off its last term and once by taking off its first, these two terms are equal by periodicity, and `linarith` is to put the equations together.

This version doesn't compile in Lean 4 with Mathlib:

```lean
import Mathlib

open Finset Function

namespace SumShift

noncomputable section

/-- The sum of a periodic quantity over one period does not depend on the starting site. -/
theorem sum_shift (f : ℕ → ℝ) (N : ℕ) (hf : Periodic f N) (i : ℕ) :
    ∑ n ∈ range N, f (i + n) = ∑ n ∈ range N, f n := by
  induction i with
  | zero => simp
  | succ i ih =>
    have h1 : ∑ n ∈ range (N + 1), f (i + n) = ∑ n ∈ range N, f (i + n) + f (i + N) :=
      sum_range_succ _ _
    have h2 : ∑ n ∈ range (N + 1), f (i + n) = ∑ n ∈ range N, f (i + (n + 1)) + f (i + 0) :=
      sum_range_succ' _ _
    have h3 : f (i + N) = f i := hf i
    have h4 : ∑ n ∈ range N, f (i + 1 + n) = ∑ n ∈ range N, f (i + (n + 1)) :=
      sum_congr rfl fun n _ => by rw [show i + 1 + n = i + (n + 1) by omega]
    rw [Nat.add_zero] at h2
    linarith

end

end SumShift
```

Messages:

```
Main.lean:23:4: error: linarith failed to find a contradiction
case succ.h1
f : ℕ → ℝ
N : ℕ
hf : Periodic f N
i : ℕ
ih : ∑ n ∈ range N, f (i + n) = ∑ n ∈ range N, f n
h1 : ∑ n ∈ range (N + 1), f (i + n) = ∑ n ∈ range N, f (i + n) + f (i + N)
h2 : ∑ n ∈ range (N + 1), f (i + n) = ∑ n ∈ range N, f (i + (n + 1)) + f (i + 0)
h3 : f (i + N) = f i
h4 : ∑ n ∈ range N, f (i + 1 + n) = ∑ n ∈ range N, f (i + (n + 1))
a✝ : ∑ n ∈ range N, f (i + 1 + n) < ∑ n ∈ range N, f n
⊢ False
failed
```

Lean accepts the file once it reads:

```diff
@@ -20,5 +20,5 @@
     have h4 : ∑ n ∈ range N, f (i + 1 + n) = ∑ n ∈ range N, f (i + (n + 1)) :=
       sum_congr rfl fun n _ => by rw [show i + 1 + n = i + (n + 1) by omega]
-    rw [Nat.add_zero] at h2
+    have h5 : f (i + 0) = f i := rfl
     linarith
 
```

Diagnosis. The message says that `linarith` could not derive the goal from the hypotheses. It also shows that `h2` still contains `f (i + 0)`, although `rw [Nat.add_zero] at h2` ran without an error. The rewrite looks for a term of the form `?n + 0`, and `N + 1` fits this up to unfolding, with `?n` taken to be `N + 1`. So `N + 1` was replaced by itself, and `i + 0` was left alone.

`h3` speaks of `f i` and `h2` of `f (i + 0)`. `linarith` treats these as two unrelated quantities, so it cannot cancel the first term against the last.

The repair drops the rewrite and adds `h5 : f (i + 0) = f i`, which `rfl` proves because `i + 0` reduces to `i` by definition. With this equation the hypotheses are linked, and `linarith` closes the goal.
